# Feynman and Coulomb gauge give the same one-photon exchange between conserved currents when $q\neq 0$ and $w^2\neq q^2$

My one-photon exchange amplitude between two electrons comes out different with the Feynman propagator and with the Coulomb propagator. Without an exact relation between the two, I can't easily tell whether I have a sign error, a missing term, or currents that were never conserved.

I have been told that the propagators differ only by a gauge term. Let $q$ be a nonzero real 3-vector, $w$ real, $q^2=q\cdot q$ and $K=w^2-q^2\neq 0$. With $k=(w,q)$ and $x=(w,-q)/(2q^2K)$, adding $kx^T+xk^T$ to $\mathrm{diag}(-1,1,1,1)/K$ should give $1/q^2$ in the time-time entry, zeros in the mixed entries, and $(1-qq^T/q^2)/K$ in the spatial block. Is that exactly right, does it make the amplitudes agree, and can I see it proved in a form that a machine has checked?

## The gauge vector, entry by entry

Yes, it is right, and the amplitudes agree when both currents are conserved. Write $t$ for the time index and $i,j\in\{0,1,2\}$ for the spatial ones, so that $k_t=w$ and $k_i=q_i$. Adding the gauge term to the Feynman matrix gives

$$
\begin{aligned}
tt:&\quad -\frac1K+\frac{2w^2}{2q^2K}=\frac{w^2-q^2}{q^2K}=\frac1{q^2},\\
ti:&\quad 0+\frac{-wq_i+wq_i}{2q^2K}=0,\\
ij:&\quad \frac{\delta_{ij}}K-\frac{2q_iq_j}{2q^2K}=\frac1K\left(\delta_{ij}-\frac{q_iq_j}{q^2}\right).
\end{aligned}
$$

The $it$ entries vanish by symmetry.

The vector $x$ need not be guessed. Add $ky^T+yk^T$ with an unknown real $y$, and require that contracting the first, spatial index with $q$ gives zero. With $p=\sum_i q_iy_i$, the two kinds of column give

$$
q^2y_t+wp=0,\qquad \frac{q_j}{K}+q^2y_j+pq_j=0 .
$$

Multiplying the second equation by $q_j$ and summing gives $q^2(1/K+2p)=0$, so $p=-1/(2K)$. Then $y_t=w/(2q^2K)$ and $y_j=-q_j/(2q^2K)$, which is $x$.

Now let the currents have covariant components $a=(\rho,-J)$ and $b=(\rho',-J')$. The gauge term adds

$$
(a\cdot k)(x\cdot b)+(a\cdot x)(k\cdot b)
$$

to the amplitude, where the dot denotes the plain sum over components. Since $a\cdot k=w\rho-q\cdot J$, current conservation makes this factor zero, and likewise $k\cdot b=0$. Hence

$$
\frac{J\cdot J'-\rho\rho'}{K}
=\frac{\rho\rho'}{q^2}
+\frac1K\left(J\cdot J'-\frac{(q\cdot J)(q\cdot J')}{q^2}\right).
$$

The left side is the Feynman form. The right side is the Coulomb interaction plus the transverse, frequency-dependent Breit term.

```lean
import Mathlib

open Matrix

namespace PhotonGauge

noncomputable section

/-- Space-time indices: one time index and three space indices. -/
abbrev Idx := Unit ⊕ Fin 3

/-- The four-vector with time component `a` and spatial part `v`. -/
def fourVec (a : ℝ) (v : Fin 3 → ℝ) : Idx → ℝ := Sum.elim (fun _ => a) v

/-- The invariant square `K = w² - q²` of the photon four-momentum. -/
def kSq (w : ℝ) (q : Fin 3 → ℝ) : ℝ := w ^ 2 - q ⬝ᵥ q

/-- The Feynman-gauge propagator `diag(-1,1,1,1)/K`, for `K ≠ 0`. -/
def feynman (w : ℝ) (q : Fin 3 → ℝ) : Matrix Idx Idx ℝ :=
  (kSq w q)⁻¹ • fromBlocks (-1) 0 0 1

/-- The Coulomb-gauge propagator, for `q ≠ 0` and `K ≠ 0`: the entry `1/q²` for the
time components and the transverse block `(1 - q qᵀ/q²)/K` for the space components. -/
def coulomb (w : ℝ) (q : Fin 3 → ℝ) : Matrix Idx Idx ℝ :=
  fromBlocks ((q ⬝ᵥ q)⁻¹ • 1) 0 0
    ((kSq w q)⁻¹ • (1 - (q ⬝ᵥ q)⁻¹ • vecMulVec q q))

/-- The symmetric gauge term `k yᵀ + y kᵀ`. -/
def gaugeTerm (k y : Idx → ℝ) : Matrix Idx Idx ℝ := vecMulVec k y + vecMulVec y k

/-- The gauge vector `(w, -q)/(2 q² K)`, for `q ≠ 0` and `K ≠ 0`. -/
def gaugeVec (w : ℝ) (q : Fin 3 → ℝ) : Idx → ℝ :=
  (2 * (q ⬝ᵥ q) * kSq w q)⁻¹ • fourVec w (-q)

/-- The Coulomb condition: contracting the first, spatial index with `q` gives zero. -/
def IsTransverse (q : Fin 3 → ℝ) (D : Matrix Idx Idx ℝ) : Prop :=
  ∀ ν, ∑ i, q i * D (Sum.inr i) ν = 0

/-- Covariant components `(ρ, -J)` of a transition current. -/
def lower (ρ : ℂ) (J : Fin 3 → ℂ) : Idx → ℂ := Sum.elim (fun _ => ρ) (-J)

/-- Current conservation in momentum space, `w ρ = q · J`. -/
def Conserved (w : ℝ) (q : Fin 3 → ℝ) (ρ : ℂ) (J : Fin 3 → ℂ) : Prop :=
  (w : ℂ) * ρ = ∑ i, (q i : ℂ) * J i

/-- The one-photon exchange amplitude of two currents with covariant components
`a` and `b`, up to the coupling constant. -/
def exchange (D : Matrix Idx Idx ℝ) (a b : Idx → ℂ) : ℂ :=
  ∑ μ, ∑ ν, a μ * (D μ ν : ℂ) * b ν

/-- For `q ≠ 0` and `K ≠ 0`, adding the gauge term built from `k = (w, q)` and
`x = (w, -q)/(2 q² K)` turns the Feynman propagator into the Coulomb propagator. -/
theorem feynman_add_gauge_eq_coulomb (w : ℝ) (q : Fin 3 → ℝ) (hq : q ≠ 0)
    (hK : kSq w q ≠ 0) :
    feynman w q + gaugeTerm (fourVec w q) (gaugeVec w q) = coulomb w q := by
  have hs : q ⬝ᵥ q ≠ 0 := fun h => hq (dotProduct_self_eq_zero.mp h)
  unfold kSq at hK
  ext μ ν
  rcases μ with ⟨⟩ | i <;> rcases ν with ⟨⟩ | j <;>
    simp only [feynman, coulomb, gaugeTerm, gaugeVec, fourVec, kSq, Matrix.add_apply,
      Matrix.sub_apply, Matrix.neg_apply, Matrix.smul_apply, Matrix.zero_apply,
      vecMulVec_apply, fromBlocks_apply₁₁, fromBlocks_apply₁₂, fromBlocks_apply₂₁,
      fromBlocks_apply₂₂, Matrix.one_apply_eq, Pi.smul_apply, Pi.neg_apply,
      Sum.elim_inl, Sum.elim_inr, smul_eq_mul]
  · -- time-time entry: `-1/K + w²/(q² K) = 1/q²`
    field_simp
    ring
  · ring
  · ring
  · -- space-space block
    generalize (1 : Matrix (Fin 3) (Fin 3) ℝ) i j = d
    field_simp
    ring

/-- For `q ≠ 0` and `K ≠ 0`, a gauge term `k yᵀ + y kᵀ` with `k = (w, q)` brings the Feynman
propagator to the Coulomb condition exactly when `2 q² K y = (w, -q)`. -/
theorem transverse_iff (w : ℝ) (q : Fin 3 → ℝ) (hq : q ≠ 0) (hK : kSq w q ≠ 0)
    (y : Idx → ℝ) :
    IsTransverse q (feynman w q + gaugeTerm (fourVec w q) y) ↔
      (2 * (q ⬝ᵥ q) * kSq w q) • y = fourVec w (-q) := by
  have hs : q ⬝ᵥ q ≠ 0 := fun h => hq (dotProduct_self_eq_zero.mp h)
  have hsum : q ⬝ᵥ q = q 0 * q 0 + q 1 * q 1 + q 2 * q 2 := by
    simp [dotProduct, Fin.sum_univ_three]
  constructor
  · intro h
    obtain ⟨p, hp⟩ : ∃ p, p = q 0 * y (Sum.inr 0) + q 1 * y (Sum.inr 1)
        + q 2 * y (Sum.inr 2) := ⟨_, rfl⟩
    have h0 : (q ⬝ᵥ q) * y (Sum.inl ()) + w * p = 0 := by
      refine Eq.trans ?_ (h (Sum.inl ()))
      rw [hsum, hp]
      simp [feynman, gaugeTerm, fourVec, vecMulVec_apply, Fin.sum_univ_three]
      ring
    have hj : ∀ j, (kSq w q)⁻¹ * q j + (q ⬝ᵥ q) * y (Sum.inr j) + p * q j = 0 := by
      intro j
      refine Eq.trans ?_ (h (Sum.inr j))
      rw [hsum, hp]
      fin_cases j <;>
        simp [feynman, gaugeTerm, fourVec, vecMulVec_apply, Fin.sum_univ_three,
          Matrix.one_apply] <;> ring
    -- a second contraction with `q` fixes `p = q · y`
    have h1 : (q ⬝ᵥ q) * ((kSq w q)⁻¹ + 2 * p) = 0 := by
      linear_combination q 0 * hj 0 + q 1 * hj 1 + q 2 * hj 2
        + ((kSq w q)⁻¹ + p) * hsum + (q ⬝ᵥ q) * hp
    have h2 := (mul_eq_zero.mp h1).resolve_left hs
    have hc : kSq w q * (kSq w q)⁻¹ = 1 := mul_inv_cancel₀ hK
    have h3 : 2 * kSq w q * p + 1 = 0 := by
      linear_combination kSq w q * h2 - hc
    ext μ
    rcases μ with ⟨⟩ | j <;>
      simp only [fourVec, Pi.smul_apply, Pi.neg_apply, Sum.elim_inl, Sum.elim_inr,
        smul_eq_mul]
    · linear_combination 2 * kSq w q * h0 - w * h3
    · linear_combination 2 * kSq w q * hj j - q j * h3 - 2 * q j * hc
  · intro h
    have hy : y = gaugeVec w q := by
      rw [gaugeVec, ← h, smul_smul,
        inv_mul_cancel₀ (mul_ne_zero (mul_ne_zero two_ne_zero hs) hK), one_smul]
    rw [hy, feynman_add_gauge_eq_coulomb w q hq hK]
    have hss : (q ⬝ᵥ q)⁻¹ * (q 0 * q 0 + q 1 * q 1 + q 2 * q 2) = 1 := by
      rw [← hsum, inv_mul_cancel₀ hs]
    rintro (⟨⟩ | j)
    · simp [coulomb]
    · simp only [coulomb, fromBlocks_apply₂₂, Matrix.smul_apply, Matrix.sub_apply,
        vecMulVec_apply, smul_eq_mul, Fin.sum_univ_three]
      have hd : q 0 * (1 : Matrix (Fin 3) (Fin 3) ℝ) 0 j
          + q 1 * (1 : Matrix (Fin 3) (Fin 3) ℝ) 1 j
          + q 2 * (1 : Matrix (Fin 3) (Fin 3) ℝ) 2 j = q j := by
        fin_cases j <;> simp [Matrix.one_apply]
      linear_combination (kSq w q)⁻¹ * hd - (kSq w q)⁻¹ * q j * hss

/-- If both currents have zero contraction with `k`, a gauge term `k yᵀ + y kᵀ`
leaves their exchange amplitude unchanged. -/
theorem exchange_gauge_invariant (D : Matrix Idx Idx ℝ) (k y : Idx → ℝ) (a b : Idx → ℂ)
    (ha : ∑ μ, a μ * (k μ : ℂ) = 0) (hb : ∑ μ, b μ * (k μ : ℂ) = 0) :
    exchange (D + gaugeTerm k y) a b = exchange D a b := by
  have h : exchange (D + gaugeTerm k y) a b = exchange D a b
      + (∑ μ, a μ * (k μ : ℂ)) * (∑ ν, b ν * (y ν : ℂ))
      + (∑ μ, a μ * (y μ : ℂ)) * (∑ ν, b ν * (k ν : ℂ)) := by
    simp only [exchange, Finset.sum_mul_sum, ← Finset.sum_add_distrib]
    refine Finset.sum_congr rfl fun μ _ => Finset.sum_congr rfl fun ν _ => ?_
    simp only [gaugeTerm, Matrix.add_apply, vecMulVec_apply, Complex.ofReal_add,
      Complex.ofReal_mul]
    ring
  rw [h, ha, hb]
  ring

/-- For `q ≠ 0`, `K ≠ 0` and two conserved currents, the Feynman-gauge amplitude is the
Coulomb term `ρρ'/q²` plus the transverse term `(J·J' - (q·J)(q·J')/q²)/K`. -/
theorem feynman_exchange_eq_coulomb_breit (w : ℝ) (q : Fin 3 → ℝ) (hq : q ≠ 0)
    (hK : kSq w q ≠ 0) (ρ ρ' : ℂ) (J J' : Fin 3 → ℂ)
    (hJ : Conserved w q ρ J) (hJ' : Conserved w q ρ' J') :
    exchange (feynman w q) (lower ρ J) (lower ρ' J') =
      ρ * ρ' / ((q ⬝ᵥ q : ℝ) : ℂ) + (∑ i, J i * J' i
        - (∑ i, (q i : ℂ) * J i) * (∑ i, (q i : ℂ) * J' i) / ((q ⬝ᵥ q : ℝ) : ℂ))
          / (kSq w q : ℂ) := by
  -- conservation is the vanishing contraction with `k`
  have hk : ∀ (r : ℂ) (I : Fin 3 → ℂ), Conserved w q r I →
      ∑ μ, lower r I μ * (fourVec w q μ : ℂ) = 0 := by
    intro r I h
    simp only [Conserved, Fin.sum_univ_three] at h
    simp only [lower, fourVec, Fintype.sum_sum_type, Finset.univ_unique,
      Finset.sum_singleton, Fin.sum_univ_three, Sum.elim_inl, Sum.elim_inr, Pi.neg_apply]
    linear_combination h
  rw [← exchange_gauge_invariant (feynman w q) (fourVec w q) (gaugeVec w q) _ _
    (hk ρ J hJ) (hk ρ' J' hJ'), feynman_add_gauge_eq_coulomb w q hq hK]
  -- evaluate the Coulomb-gauge amplitude
  generalize hs : q ⬝ᵥ q = s
  simp [exchange, coulomb, lower, hs, Fintype.sum_sum_type, Fin.sum_univ_three,
    vecMulVec_apply, Matrix.one_apply]
  ring

/-- At `w = 2`, `q = (0,0,1)`, the current `ρ = 1`, `J = (0,0,2)` is conserved and the
current `ρ' = 1`, `J' = 0` is not; their amplitude is `-1/3` in Feynman gauge and `1` in
Coulomb gauge. -/
theorem one_conserved_current_insufficient :
    Conserved 2 ![0, 0, 1] 1 ![0, 0, 2] ∧ ¬ Conserved 2 ![0, 0, 1] 1 0 ∧
    exchange (feynman 2 ![0, 0, 1]) (lower 1 ![0, 0, 2]) (lower 1 0) = -1 / 3 ∧
    exchange (coulomb 2 ![0, 0, 1]) (lower 1 ![0, 0, 2]) (lower 1 0) = 1 := by
  refine ⟨?_, ?_, ?_, ?_⟩
  · simp [Conserved, Fin.sum_univ_three]
  · simp [Conserved]
  · norm_num [exchange, feynman, kSq, lower, Fintype.sum_sum_type, Fin.sum_univ_three,
      dotProduct]
    simp
    norm_num
  · norm_num [exchange, coulomb, kSq, lower, Fintype.sum_sum_type, Fin.sum_univ_three,
      dotProduct]
    simp

end

end PhotonGauge
```

```lean
#print axioms PhotonGauge.transverse_iff
-- 'PhotonGauge.transverse_iff' depends on axioms: [propext, Classical.choice, Quot.sound]
#print axioms PhotonGauge.feynman_exchange_eq_coulomb_breit
-- 'PhotonGauge.feynman_exchange_eq_coulomb_breit' depends on axioms: [propext, Classical.choice, Quot.sound]
#print axioms PhotonGauge.one_conserved_current_insufficient
-- 'PhotonGauge.one_conserved_current_insufficient' depends on axioms: [propext, Classical.choice, Quot.sound]
```

## What the Lean statements say

`Idx` is one time index plus three spatial ones: `Sum.inl ()` is $t$ and `Sum.inr i` is $i$. The matrices `feynman w q` and `coulomb w q` are the two propagators with contravariant indices, and `kSq w q` is $K$. Units have $\hbar=c=1$, and the metric signature is $(+,-,-,-)$. Coupling constants and overall factors are left out.

- `feynman_add_gauge_eq_coulomb` is the matrix identity you asked about. Its hypotheses `hq` and `hK` are $q\neq0$ and $K\neq0$.
- `transverse_iff` says that, among gauge terms $ky^T+yk^T$ added to the Feynman matrix, the condition `IsTransverse` holds exactly when $2q^2K\,y=(w,-q)$.
- `exchange_gauge_invariant` holds for any real matrix `D` and real vectors `k` and `y`, provided both currents have zero contraction with `k`.
- `feynman_exchange_eq_coulomb_breit` is the amplitude identity for complex $\rho,\rho',J,J'$. No complex conjugation is built into `exchange`; the currents go in as they stand.
- `one_conserved_current_insufficient` gives numbers for a case where only one current is conserved.

`Conserved` means $w\rho=q\cdot J$, the Fourier form of the continuity equation: charge leaving a region is carried by the current. It is assumed for both currents and not derived from a Dirac equation. Reversing both $w$ and $q$ leaves it unchanged, so the same condition serves the emitting and the absorbing vertex.

Everything is at one fixed real $(w,q)$. The momentum integral, the $i\varepsilon$ prescription at $K=0$ and the position-space Breit operator are not treated. At $w=0$ the theorem still applies, with $K=-q^2$.

## From the algebra to the proof

**The matrix identity.** The proof splits both indices into time and space, which produces the entries computed above. `ring` alone settles the mixed entries; in the time-time entry and the spatial block, `field_simp` clears the denominators before `ring` finishes. In the spatial block, $\delta_{ij}$ is first replaced by an arbitrary number `d`, because the identity doesn't depend on its value.

**Uniqueness of the gauge vector.** In `transverse_iff`, `h0` and `hj` are the two column equations. The second contraction is `h1`, and `h3` is $2Kp+1=0$. The `linear_combination` steps then yield the components of $y$. For the converse, $y$ is identified with `gaugeVec w q`, the first theorem turns the sum into the Coulomb matrix, and a direct contraction with $q$ gives zero.

**The amplitudes.** In `exchange_gauge_invariant`, the equation `h` separates the extra amplitude into the two products shown earlier; `ha` and `hb` make them vanish. The Breit theorem first turns each conservation law into a zero contraction with $k$ (`hk`). It then adds the gauge term at no change in amplitude, replaces the propagator by the Coulomb one, and expands the finite sums.

## When one current is not conserved

Take $w=2$ and $q=(0,0,1)$, so $K=3$. The current $\rho=1$, $J=(0,0,2)$ is conserved, since both sides of the condition equal 2. The current $\rho'=1$, $J'=0$ is not, since $2\neq0$. The amplitudes are

$$
\text{Feynman: }\frac{0-1}{3}=-\frac13,\qquad
\text{Coulomb: }\frac11+0=1 .
$$

Even the sign differs. The surviving product is $(a\cdot x)(k\cdot b)=\tfrac23\cdot2=\tfrac43$, which is exactly the gap. Conservation of one current is therefore not enough in general.

## Checking your own code

In a relativistic electronic-structure calculation at the level of a single exchanged photon, this identity bears on whether the Coulomb-plus-Breit and Feynman forms of a matrix element may be interchanged. At each momentum point with $q\neq0$ and $K\neq0$, where $w$ is the energy transfer, compute

```text
feynman = (J·J' - ρρ') / K
coulomb = ρρ'/q² + (J·J' - (q·J)(q·J')/q²) / K
```

and compare `coulomb - feynman` with

$$
\frac{w^2\rho\rho'-(q\cdot J)(q\cdot J')}{q^2K},
$$

which follows by subtracting the two expressions and holds for any currents. If the difference doesn't match this formula up to rounding, look for a coding error. If it matches but is not small, at least one current fails conservation. That can happen when $J$ was coded with the wrong sign in one of the currents, when orbitals come from a nonlocal exchange potential or an incomplete basis, or when $w$ is not the energy difference of the orbitals at that vertex. A zero difference does not by itself show that both currents are conserved, because the two products in the numerator can be equal without it, for example when $J$ has the wrong sign in both currents; test $w\rho-q\cdot J$ separately for each current.
